# Overlapping muffin-tin wells on a finite grid: a least-squares fit is best exactly when its weighted residual sums to zero in total and over every shell

I want to treat the radius in a muffin-tin well as a finite shell label: the potential lives on finitely many weighted points, and each well is an arbitrary function of the label inside its own sphere. The spheres may overlap, and where they do, their wells add.

Suppose I fit a real potential by a constant plus such wells. I expect the weighted squared error to be minimal if and only if the weighted residual sums to zero over all points and over every shell of every sphere. The forward direction looks like setting derivatives to zero, but I would like a rigorous, machine-checked proof of both directions, with the overlaps included. Does a best fit always exist, and does it reduce to the usual averages when the spheres are disjoint?

## Residual sums, orthogonality and the minimum

Yes to all of it, with non-negative weights for the equivalence and for existence, and positive weights for the averages.

Let $w_p\ge 0$ be the weight of point $p$ and $V_p$ the potential there. Write $S_R$ for the points in sphere $R$, $s_R(p)$ for the shell label of $p$ seen from its centre, and $S_{R,s}$ for the points of $S_R$ with label $s$. The fitted potential, error and weighted residual are

$$U_{c,f}(p)=c+\sum_{R:\,p\in S_R} f_R(s_R(p)),$$

$$E(c,f)=\sum_p w_p\,(V_p-U_{c,f}(p))^2,\qquad r_p=w_p\,(V_p-U_{c,f}(p)).$$

**Zero sums mean orthogonality.** For any function $g$ on the points, grouping the points of each sphere by shell gives

$$\sum_p g_p\,U_{a,h}(p)=a\sum_p g_p+\sum_{R,s}h_R(s)\sum_{p\in S_{R,s}}g_p .$$

Put $g=r$. If the total sum and all shell sums of $r$ vanish, then $r$ is orthogonal to every trial potential $U_{a,h}$. Conversely, let $A=\sum_p r_p$ and $B_R(s)=\sum_{p\in S_{R,s}}r_p$, and choose $a=A$, $h=B$. Orthogonality then reads $A^2+\sum_{R,s}B_R(s)^2=0$, so every one of these sums is zero.

**A minimum is orthogonal.** The fit is linear in its parameters, so

$$E(c+ta,f+th)=E(c,f)-2tD+t^2N,$$

$$D=\sum_p r_p\,U_{a,h}(p),\qquad N=\sum_p w_p\,U_{a,h}(p)^2\ge 0 .$$

At a minimum, $t^2N-2tD\ge 0$ for all $t$. Take $t=D/(N+1)$, so that $D=t(N+1)$. The inequality becomes $-t^2(N+2)\ge 0$, hence $t=0$ and $D=0$.

**An orthogonal residual gives a minimum.** For other parameters $c',f'$, write $V-U_{c',f'}=(V-U_{c,f})-(U_{c',f'}-U_{c,f})$ and expand:

$$E(c',f')=E(c,f)-2\sum_p r_p\,(U_{c',f'}(p)-U_{c,f}(p))+\sum_p w_p\,(U_{c',f'}(p)-U_{c,f}(p))^2 .$$

The cross term vanishes by orthogonality and the last term is non-negative.

**Existence and uniqueness.** The vectors $\sqrt{w_p}\,U_{a,h}(p)$ form a subspace of a finite-dimensional Euclidean space. Project $\sqrt{w_p}\,V_p$ onto it, and let $U_{c,f}$ be the fit that gives the projection. The remainder is orthogonal to the subspace, which says

$$\sum_p \sqrt{w_p}\,(V_p-U_{c,f}(p))\,\sqrt{w_p}\,U_{a,h}(p)=\sum_p r_p\,U_{a,h}(p)=0 .$$

So this fit is best. If all weights are positive and two fits are both best, their errors agree, the last sum in the expansion is zero, and the fitted potentials coincide at every point. The parameters need not: a well's value on an empty shell is arbitrary.

**Disjoint spheres.** Now let all weights be positive. On $S_{R,s}$ the fitted potential is $c+f_R(s)$, so the shell condition gives, for a non-empty shell,

$$c+f_R(s)=\frac{\sum_{p\in S_{R,s}}w_pV_p}{\sum_{p\in S_{R,s}}w_p}.$$

The trial potential with constant $1$ and all wells $-1$ is $1$ in the interstitial region and $0$ inside the spheres. Orthogonality to it gives $\sum_{p\ \text{interstitial}}w_p(V_p-c)=0$, so $c$ is the weighted interstitial average whenever interstitial points exist.

## Spheres, weights and fits as Lean objects

`Spheres P ι σ` takes types of points `P`, spheres `ι` and shell labels `σ`, which the main theorem assumes to be finite. Its field `sphere` gives the points in each sphere, and `shell` gives the label of each point relative to each centre. `G.fit c f` is $U_{c,f}$, `sqError` is the error, and `residual` already contains the weight. `IsBestFit` compares the error with that of every constant and every choice of wells; `IsBalanced` is the pair of zero-sum conditions.

The main theorem, `isBestFit_iff_isBalanced`, says that for `hw : ∀ p, 0 ≤ w p` these two properties are equivalent. Physically, a weight can be the volume that a grid point represents, possibly multiplied by an importance factor; weight zero ignores the point. `fit_unique`, `shell_average` and `interstitial_average` require strictly positive weights.

No geometry enters: a "sphere" is any set of points and a "shell" any class of equal labels. The wells need not be continuous or vanish at the sphere boundary. For muffin-tin orbital calculations the result gives a criterion for the best overlapping-well potential on a finite grid with discrete shells; it does not bound the error in orbitals or energies.

```lean
import Mathlib

open Finset

namespace OverlappingMuffinTin

noncomputable section

/-- Spheres on a set of points `P`: the points inside each sphere, and the shell label
of every point as seen from the centre of each sphere. Spheres may overlap. -/
structure Spheres (P ι σ : Type*) where
  sphere : ι → Finset P
  shell : ι → P → σ

variable {P ι σ : Type*} [DecidableEq P] [Fintype ι]

/-- The fitted potential: a constant `c` plus, for every sphere containing the point,
the value of its well `f R` on the shell of the point. -/
def Spheres.fit (G : Spheres P ι σ) (c : ℝ) (f : ι → σ → ℝ) (p : P) : ℝ :=
  c + ∑ R, if p ∈ G.sphere R then f R (G.shell R p) else 0

/-- The fitted potential is linear in the constant and the wells. -/
theorem fit_add_smul (G : Spheres P ι σ) (c a t : ℝ) (f h : ι → σ → ℝ) (p : P) :
    G.fit (c + t * a) (fun R s => f R s + t * h R s) p = G.fit c f p + t * G.fit a h p := by
  have e : (∑ R, if p ∈ G.sphere R then f R (G.shell R p) + t * h R (G.shell R p) else 0)
      = (∑ R, if p ∈ G.sphere R then f R (G.shell R p) else 0)
        + t * ∑ R, if p ∈ G.sphere R then h R (G.shell R p) else 0 := by
    rw [mul_sum, ← sum_add_distrib]
    refine sum_congr rfl fun R _ => ?_
    split_ifs <;> ring
  unfold Spheres.fit
  rw [e]
  ring

/-- If the spheres do not overlap, the fitted potential inside a sphere is the constant
plus the well of that sphere alone. -/
theorem fit_of_mem (G : Spheres P ι σ)
    (hd : ∀ R R', R ≠ R' → Disjoint (G.sphere R) (G.sphere R'))
    (c : ℝ) (f : ι → σ → ℝ) {R : ι} {p : P} (hp : p ∈ G.sphere R) :
    G.fit c f p = c + f R (G.shell R p) := by
  unfold Spheres.fit
  rw [sum_eq_single R
    (fun R' _ hne => if_neg fun h => disjoint_left.mp (hd R' R hne) h hp)
    (fun h => absurd (mem_univ R) h), if_pos hp]

variable [Fintype P] [DecidableEq σ]

/-- The points inside sphere `R` that lie on its shell `s`. -/
def Spheres.shellPoints (G : Spheres P ι σ) (R : ι) (s : σ) : Finset P :=
  univ.filter fun p => p ∈ G.sphere R ∧ G.shell R p = s

/-- The interstitial points, which lie in no sphere. -/
def Spheres.interstitial (G : Spheres P ι σ) : Finset P :=
  univ.filter fun p => ∀ R, p ∉ G.sphere R

/-- The weighted squared error of a trial potential `U` for the potential `V`. -/
def sqError (w V U : P → ℝ) : ℝ := ∑ p, w p * (V p - U p) ^ 2

/-- The weighted residual of a fit at a point. -/
def Spheres.residual (G : Spheres P ι σ) (w V : P → ℝ) (c : ℝ) (f : ι → σ → ℝ)
    (p : P) : ℝ := w p * (V p - G.fit c f p)

/-- A best fit has the least weighted squared error among all constants and wells. -/
def Spheres.IsBestFit (G : Spheres P ι σ) (w V : P → ℝ) (c : ℝ) (f : ι → σ → ℝ) : Prop :=
  ∀ c' f', sqError w V (G.fit c f) ≤ sqError w V (G.fit c' f')

/-- A fit is balanced if its weighted residual sums to zero over all points and over
every shell of every sphere. -/
def Spheres.IsBalanced (G : Spheres P ι σ) (w V : P → ℝ) (c : ℝ) (f : ι → σ → ℝ) : Prop :=
  ∑ p, G.residual w V c f p = 0 ∧
    ∀ R s, ∑ p ∈ G.shellPoints R s, G.residual w V c f p = 0

variable [Fintype σ] (G : Spheres P ι σ) {w V : P → ℝ} {c : ℝ} {f : ι → σ → ℝ}

/-- The overlap of any function `g` with a fitted potential depends on `g` only through its
total sum and its shell sums. -/
theorem sum_mul_fit (g : P → ℝ) (a : ℝ) (h : ι → σ → ℝ) :
    ∑ p, g p * G.fit a h p
      = a * ∑ p, g p + ∑ R, ∑ s, h R s * ∑ p ∈ G.shellPoints R s, g p := by
  simp only [Spheres.fit, mul_add, sum_add_distrib]
  congr 1
  · rw [← sum_mul, mul_comm]
  · simp only [mul_sum]
    rw [sum_comm]
    refine sum_congr rfl fun R _ => ?_
    simp only [Spheres.shellPoints, sum_filter]
    rw [sum_comm]
    refine sum_congr rfl fun p _ => ?_
    by_cases hp : p ∈ G.sphere R <;> simp [hp, mul_comm]

/-- A fit is balanced if and only if its weighted residual is orthogonal to every potential
of the form constant plus wells. -/
theorem isBalanced_iff_orthogonal : G.IsBalanced w V c f ↔
    ∀ a h, ∑ p, G.residual w V c f p * G.fit a h p = 0 := by
  constructor
  · intro hB a h
    rw [sum_mul_fit, hB.1]
    simp [hB.2]
  · intro H
    -- test with the potential built from the residual sums themselves
    let A : ℝ := ∑ p, G.residual w V c f p
    let B : ι → σ → ℝ := fun R s => ∑ p ∈ G.shellPoints R s, G.residual w V c f p
    have h0 : A * A + ∑ R, ∑ s, B R s * B R s = 0 :=
      (sum_mul_fit G (G.residual w V c f) A B).symm.trans (H A B)
    have hA : 0 ≤ A * A := mul_self_nonneg A
    have hrow : ∀ R, 0 ≤ ∑ s, B R s * B R s :=
      fun R => sum_nonneg fun s _ => mul_self_nonneg (B R s)
    have hall : 0 ≤ ∑ R, ∑ s, B R s * B R s := sum_nonneg fun R _ => hrow R
    refine ⟨mul_self_eq_zero.mp (show A * A = 0 by linarith), fun R s => ?_⟩
    have h1 : B R s * B R s ≤ ∑ s, B R s * B R s :=
      single_le_sum (f := fun s => B R s * B R s)
        (fun s _ => mul_self_nonneg (B R s)) (mem_univ s)
    have h2 : ∑ s, B R s * B R s ≤ ∑ R, ∑ s, B R s * B R s :=
      single_le_sum (f := fun R => ∑ s, B R s * B R s) (fun R _ => hrow R) (mem_univ R)
    have h3 : 0 ≤ B R s * B R s := mul_self_nonneg _
    exact mul_self_eq_zero.mp (show B R s * B R s = 0 by linarith)

/-- The error of any trial fit is the error of a balanced fit plus the weighted squared
distance between the two fitted potentials. -/
theorem sqError_eq_add (hB : G.IsBalanced w V c f) (c' : ℝ) (f' : ι → σ → ℝ) :
    sqError w V (G.fit c' f') = sqError w V (G.fit c f)
      + ∑ p, w p * (G.fit c' f' p - G.fit c f p) ^ 2 := by
  have h1 := (isBalanced_iff_orthogonal G).1 hB c' f'
  have h2 := (isBalanced_iff_orthogonal G).1 hB c f
  have e : sqError w V (G.fit c' f') = sqError w V (G.fit c f)
      + ∑ p, w p * (G.fit c' f' p - G.fit c f p) ^ 2
      - 2 * (∑ p, G.residual w V c f p * G.fit c' f' p
        - ∑ p, G.residual w V c f p * G.fit c f p) := by
    simp only [sqError, Spheres.residual, ← sum_sub_distrib, mul_sum, ← sum_add_distrib]
    exact sum_congr rfl fun p _ => by ring
  rw [e, h1, h2]
  ring

/-- For non-negative weights, a fit by a constant plus overlapping wells minimises the
weighted squared error if and only if its weighted residual sums to zero over all points
and over every shell. -/
theorem isBestFit_iff_isBalanced (hw : ∀ p, 0 ≤ w p) :
    G.IsBestFit w V c f ↔ G.IsBalanced w V c f := by
  constructor
  · intro hmin
    refine (isBalanced_iff_orthogonal G).2 fun a h => ?_
    have hN : 0 ≤ ∑ p, w p * G.fit a h p ^ 2 :=
      sum_nonneg fun p _ => mul_nonneg (hw p) (sq_nonneg _)
    -- the error along a line of trial fits is a quadratic polynomial in `t`
    have hq : ∀ t : ℝ, 0 ≤ t ^ 2 * (∑ p, w p * G.fit a h p ^ 2)
        - 2 * t * ∑ p, G.residual w V c f p * G.fit a h p := by
      intro t
      have ht := hmin (c + t * a) (fun R s => f R s + t * h R s)
      have e : sqError w V (G.fit (c + t * a) (fun R s => f R s + t * h R s))
          = sqError w V (G.fit c f) + (t ^ 2 * (∑ p, w p * G.fit a h p ^ 2)
            - 2 * t * ∑ p, G.residual w V c f p * G.fit a h p) := by
        simp only [sqError, Spheres.residual, fit_add_smul, mul_sum,
          ← sum_sub_distrib, ← sum_add_distrib]
        exact sum_congr rfl fun p _ => by ring
      linarith
    -- its minimum at `t = 0` forces the linear term to vanish
    generalize (∑ p, w p * G.fit a h p ^ 2) = N at hN hq
    generalize (∑ p, G.residual w V c f p * G.fit a h p) = D at hq ⊢
    have hpos : N + 1 ≠ 0 := by linarith
    obtain ⟨t, rfl⟩ : ∃ t, D = t * (N + 1) := ⟨D / (N + 1), (div_mul_cancel₀ D hpos).symm⟩
    have h1 := hq t
    have h2 : t ^ 2 = 0 := le_antisymm
      (by nlinarith [sq_nonneg t, mul_nonneg (sq_nonneg t) hN]) (sq_nonneg t)
    rw [pow_eq_zero_iff two_ne_zero] at h2
    rw [h2, zero_mul]
  · intro hB c' f'
    rw [sqError_eq_add G hB c' f']
    exact le_add_of_nonneg_right
      (sum_nonneg fun p _ => mul_nonneg (hw p) (sq_nonneg _))

/-- For non-negative weights every potential has a best fit. -/
theorem exists_isBestFit (hw : ∀ p, 0 ≤ w p) (V : P → ℝ) :
    ∃ c f, G.IsBestFit w V c f := by
  -- the fitted potentials, scaled by the root of the weight, form a subspace
  let K : Submodule ℝ (EuclideanSpace ℝ P) :=
    { carrier := {x | ∃ a h, ∀ p, x p = √(w p) * G.fit a h p}
      add_mem' := by
        rintro x y ⟨a, h, hx⟩ ⟨b, k, hy⟩
        refine ⟨a + 1 * b, fun R s => h R s + 1 * k R s, fun p => ?_⟩
        rw [fit_add_smul, PiLp.add_apply, hx, hy]
        ring
      zero_mem' := ⟨0, fun _ _ => 0, fun p => by simp [Spheres.fit]⟩
      smul_mem' := by
        rintro t x ⟨a, h, hx⟩
        refine ⟨0 + t * a, fun R s => 0 + t * h R s, fun p => ?_⟩
        have e := fit_add_smul G 0 a t (fun _ _ => 0) h p
        have z : G.fit 0 (fun _ _ => 0) p = 0 := by simp [Spheres.fit]
        rw [e, z, PiLp.smul_apply, smul_eq_mul, hx]
        ring }
  -- project the scaled potential onto it
  obtain ⟨y, ⟨c, f, hy⟩, hz⟩ := Submodule.HasOrthogonalProjection.exists_orthogonal (K := K)
    (WithLp.toLp 2 fun p => √(w p) * V p)
  refine ⟨c, f, (isBestFit_iff_isBalanced G hw).2
    ((isBalanced_iff_orthogonal G).2 fun a h => ?_)⟩
  have ho := (Submodule.mem_orthogonal K _).1 hz
    (WithLp.toLp 2 fun p => √(w p) * G.fit a h p) ⟨a, h, fun _ => rfl⟩
  rw [PiLp.inner_apply] at ho
  refine Eq.trans (sum_congr rfl fun p _ => ?_) ho
  simp only [PiLp.sub_apply, hy, Spheres.residual, RCLike.inner_apply, conj_trivial]
  linear_combination (-(V p - G.fit c f p) * G.fit a h p) * Real.mul_self_sqrt (hw p)

/-- For positive weights any two best fits give the same fitted potential at every point. -/
theorem fit_unique (hw : ∀ p, 0 < w p) {c' : ℝ} {f' : ι → σ → ℝ}
    (h : G.IsBestFit w V c f) (h' : G.IsBestFit w V c' f') (p : P) :
    G.fit c' f' p = G.fit c f p := by
  have e := sqError_eq_add G ((isBestFit_iff_isBalanced G fun p => (hw p).le).1 h) c' f'
  have hle := h' c f
  have hnn : ∀ q ∈ univ, 0 ≤ w q * (G.fit c' f' q - G.fit c f q) ^ 2 :=
    fun q _ => mul_nonneg (hw q).le (sq_nonneg _)
  have h0 := (sum_eq_zero_iff_of_nonneg hnn).1
    (le_antisymm (by linarith) (sum_nonneg hnn)) p (mem_univ p)
  have h1 := (mul_eq_zero.1 h0).resolve_left (hw p).ne'
  exact sub_eq_zero.1 ((pow_eq_zero_iff two_ne_zero).1 h1)

/-- For positive weights and spheres that do not overlap, the best fit on a non-empty shell
is the weighted average of the potential over that shell. -/
theorem shell_average (hw : ∀ p, 0 < w p)
    (hd : ∀ R R', R ≠ R' → Disjoint (G.sphere R) (G.sphere R'))
    (h : G.IsBestFit w V c f) {R : ι} {s : σ} (hne : (G.shellPoints R s).Nonempty) :
    c + f R s = (∑ p ∈ G.shellPoints R s, w p * V p) / ∑ p ∈ G.shellPoints R s, w p := by
  have hB := ((isBestFit_iff_isBalanced G fun p => (hw p).le).1 h).2 R s
  have e : ∑ p ∈ G.shellPoints R s, G.residual w V c f p
      = ∑ p ∈ G.shellPoints R s, w p * V p
        - (c + f R s) * ∑ p ∈ G.shellPoints R s, w p := by
    rw [mul_sum, ← sum_sub_distrib]
    refine sum_congr rfl fun p hp => ?_
    have hp' := (mem_filter.1 hp).2
    rw [Spheres.residual, fit_of_mem G hd c f hp'.1, hp'.2]
    ring
  rw [eq_div_iff (sum_pos (fun p _ => hw p) hne).ne']
  linarith

/-- For positive weights and spheres that do not overlap, the constant of the best fit is the
weighted average of the potential over the interstitial points, if there are any. -/
theorem interstitial_average (hw : ∀ p, 0 < w p)
    (hd : ∀ R R', R ≠ R' → Disjoint (G.sphere R) (G.sphere R'))
    (h : G.IsBestFit w V c f) (hne : G.interstitial.Nonempty) :
    c = (∑ p ∈ G.interstitial, w p * V p) / ∑ p ∈ G.interstitial, w p := by
  -- constant 1 and wells -1 give the indicator of the interstitial region
  have hB := (isBalanced_iff_orthogonal G).1
    ((isBestFit_iff_isBalanced G fun p => (hw p).le).1 h) 1 (fun _ _ => -1)
  have e : ∑ p, G.residual w V c f p * G.fit 1 (fun _ _ => -1) p
      = ∑ p ∈ G.interstitial, w p * V p - c * ∑ p ∈ G.interstitial, w p := by
    rw [mul_sum, ← sum_sub_distrib, Spheres.interstitial, sum_filter]
    refine sum_congr rfl fun p _ => ?_
    by_cases hp : ∀ R, p ∉ G.sphere R
    · have hc : ∀ a k, G.fit a k p = a := fun a k => by simp [Spheres.fit, hp]
      rw [if_pos hp, Spheres.residual, hc, hc]
      ring
    · obtain ⟨R, hR⟩ := not_forall.1 hp
      rw [if_neg hp, fit_of_mem G hd 1 (fun _ _ => -1) (not_not.1 hR)]
      ring
  rw [eq_div_iff (sum_pos (fun p _ => hw p) hne).ne']
  linarith

end

end OverlappingMuffinTin
```

```lean
#print axioms OverlappingMuffinTin.isBestFit_iff_isBalanced
#print axioms OverlappingMuffinTin.fit_unique
#print axioms OverlappingMuffinTin.shell_average
#print axioms OverlappingMuffinTin.interstitial_average
```

```
'OverlappingMuffinTin.isBestFit_iff_isBalanced' depends on axioms: [propext, Classical.choice, Quot.sound]
'OverlappingMuffinTin.fit_unique' depends on axioms: [propext, Classical.choice, Quot.sound]
'OverlappingMuffinTin.shell_average' depends on axioms: [propext, Classical.choice, Quot.sound]
'OverlappingMuffinTin.interstitial_average' depends on axioms: [propext, Classical.choice, Quot.sound]
```

## From shell sums to the projection in the proof

`sum_mul_fit` is the grouping identity: `sum_comm` exchanges the sums over points and shells, and a case split asks whether a point lies in the sphere. `isBalanced_iff_orthogonal` uses it in both directions. For the converse it tests with `A` and `B`, and `single_le_sum` bounds each square by a total that is zero.

`fit_add_smul` supplies linearity, and `sqError_eq_add` is the expansion with its cross term removed. In the main theorem, `hq` is the quadratic inequality in $t$. The two `generalize` steps name $N$ and $D$, `obtain` writes $D=t(N+1)$, and `nlinarith` derives $t^2\le 0$. The reverse direction is `sqError_eq_add` plus non-negativity.

`exists_isBestFit` builds the subspace `K` of scaled fits and takes the orthogonal projection from Mathlib; the final `linear_combination` uses $\sqrt{w_p}\sqrt{w_p}=w_p$ to turn its orthogonality into that of the residual. `fit_unique` applies `sum_eq_zero_iff_of_nonneg` to the squared distance. The two average theorems use `fit_of_mem`, which says that only one well acts at a point inside disjoint spheres, and then divide by a positive total weight.
